# The nonretarded van Kampen mode sum at one frequency is −Li₃(D)/(8πd²) for |D| ≤ 1

When a nonretarded Lifshitz calculation of a Hamaker constant reaches a given imaginary frequency, the integral over wavenumbers can be replaced by a convergent series. The dielectric functions then enter through a single number D, and the separation d enters only as 1/d². This holds for two homogeneous, isotropic half-spaces with a local dielectric response and flat, parallel faces, separated by a uniform medium of the same kind, in an electrostatic treatment of the field.

## Surface modes across a gap

Two half-spaces face each other across a gap of width d > 0. In a surface mode with wavenumber k > 0 along the faces, the field coming from either face falls by the factor exp(−kd) across the gap, so a round trip contributes exp(−2kd). The two reflections multiply it by D, the product of the reflection coefficients. At one imaginary frequency the mode sum per unit area is

M(D, d) = (1/(2π)) ∫_{k>0} k ln(1 − D exp(−2kd)) dk.

The factor k/(2π) comes from integrating over the directions of the two-dimensional wavevector. M has the dimension of an inverse area. It becomes a free energy per area after multiplication by k_B T and summation over the non-negative Matsubara frequencies, with half weight for frequency zero.

For permittivities ε₁ and ε₂ of the half-spaces and ε₃ of the medium between them, all taken at the same imaginary frequency,

D = [(ε₁ − ε₃)/(ε₁ + ε₃)] · [(ε₂ − ε₃)/(ε₂ + ε₃)].

Positive permittivities give |D| < 1. The value D = 1 is the limit of two perfect mirrors.

Both contrasts must be taken in the same direction, here from the half-space against the gap. Reading the layers from left to right suggests (ε₃ − ε₂)/(ε₃ + ε₂) for the second factor, which reverses the sign of D and makes two identical bodies appear to repel each other.

## From the logarithm to the trilogarithm

Write Li₃(D) = Σ_{n≥0} Dⁿ⁺¹/(n+1)³. For c > 0, integration by parts gives

∫_{k>0} k exp(−ck) dk = (1/c) ∫_{k>0} exp(−ck) dk = 1/c²,

because the boundary term vanishes at both ends.

For k > 0 and |D| ≤ 1 the number x = D exp(−2kd) satisfies |x| < 1, so −ln(1 − x) = Σ_{n≥0} xⁿ⁺¹/(n+1). Hence

−k ln(1 − D exp(−2kd)) = Σ_{n≥0} rₙ(k),

rₙ(k) = (Dⁿ⁺¹/(n+1)) k exp(−2(n+1)dk).

The term rₙ belongs to n+1 round trips. With c = 2(n+1)d its integral is

∫_{k>0} rₙ(k) dk = (Dⁿ⁺¹/(n+1)) · 1/(4(n+1)²d²) = Dⁿ⁺¹/(4d²(n+1)³).

Replacing D by |D| gives the integral of |rₙ|. These integrals have a finite sum, since |D|ⁿ⁺¹/(n+1)³ ≤ 1/(n+1)³. Sum and integral may therefore be exchanged, and

∫_{k>0} k ln(1 − D exp(−2kd)) dk = −Li₃(D)/(4d²).

Multiplication by 1/(2π) gives

M(D, d) = −Li₃(D)/(8πd²).

## One round trip, the sign and the slope

Keeping only n = 0 replaces Li₃(D) by D. For n ≥ 1 we have |D|ⁿ⁺¹ ≤ D², and 2n ≤ (n+1)² gives

1/(n+1)³ ≤ 1/(2n(n+1)) = ½ (1/n − 1/(n+1)).

The right-hand sides telescope to ½, so

|Li₃(D) − D| ≤ D²/2.

For D ≥ 0 this yields Li₃(D) ≥ D − D²/2 ≥ D/2, and for D ≤ 0 it yields Li₃(D) ≤ D + D²/2 ≤ D/2. Li₃(D) thus has the sign of D, and M has the opposite sign. Since the denominators of the contrasts are positive, M is negative exactly when (ε₁ − ε₃)(ε₂ − ε₃) > 0 and positive exactly when this product is negative.

At fixed D, differentiating 1/d² gives

∂M/∂d = Li₃(D)/(4πd³).

A positive D therefore contributes an attraction and a negative D a repulsion. The sign of the total interaction depends on all frequencies together.

## Why |D| ≤ 1 is needed

Take D = −2 and d = 1, a purely mathematical example, since positive permittivities cannot give this D. The integrand k ln(1 + 2 exp(−2k)) is positive and at most 2k exp(−2k), so its integral is positive and at most 1/2. The series, however, has terms (−2)ⁿ⁺¹/(n+1)³ whose size eventually grows without bound, so it diverges. Lean assigns the value 0 to a divergent series, as it does to the integral of a non-integrable function, so the formal equation would be false here. What fails is the series: the analytic continuation of Li₃ to D = −2 still satisfies the formula.

## The statement in Lean

`modeSum D d` is M(D, d), with `Ioi 0` as the range k > 0, and `trilog D` is the series for Li₃(D). `roundTrip D d n k` is rₙ(k), and `contrast ε ε₃` is the contrast of a half-space against the gap medium. All quantities are real numbers without units.

The main theorem, `modeSum_eq`, says that for every real D with |D| ≤ 1 and every d > 0 the mode sum equals −Li₃(D)/(8πd²). `modeSum_integrable` adds that the integrand is integrable under the same hypotheses. Further theorems state the single-round-trip bound, the signs and the derivative; the others are steps of the derivation.

In `modeSum_sign_three_media` the three permittivities are arbitrary positive reals, standing for values at one imaginary frequency. The logarithmic mode sum is the starting point: its derivation from Maxwell's equations, retardation and the sum over frequencies are not treated.

```lean
import Mathlib

open MeasureTheory Set
open scoped Real

namespace LifshitzModeSum

noncomputable section

variable {D d : ℝ}

/-- The trilogarithm `Li₃(D) = ∑ Dⁿ / n³`, summed over `n ≥ 1`. -/
def trilog (D : ℝ) : ℝ := ∑' n : ℕ, D ^ (n + 1) / ((n : ℝ) + 1) ^ 3

/-- The surface-mode sum at one frequency, per unit area, for two half-spaces a distance `d`
apart whose reflection coefficients have the product `D`. -/
def modeSum (D d : ℝ) : ℝ :=
  1 / (2 * π) * ∫ k in Ioi (0 : ℝ), k * Real.log (1 - D * Real.exp (-2 * k * d))

/-- The term of `n + 1` round trips at wavenumber `k` in the series for minus the integrand of the
mode sum. -/
def roundTrip (D d : ℝ) (n : ℕ) (k : ℝ) : ℝ :=
  D ^ (n + 1) / ((n : ℝ) + 1) * (k * Real.exp (-(2 * ((n : ℝ) + 1) * d * k)))

/-- The dielectric contrast of a half-space `ε` against the medium `ε₃` in the gap. -/
def contrast (ε ε₃ : ℝ) : ℝ := (ε - ε₃) / (ε + ε₃)

/-- For `c > 0`, the integral of `k exp(-c k)` over all wavenumbers `k > 0` is `1 / c²`. -/
theorem integral_k_exp {c : ℝ} (hc : 0 < c) :
    ∫ k in Ioi (0 : ℝ), k * Real.exp (-(c * k)) = 1 / c ^ 2 := by
  have h := Real.integral_rpow_mul_exp_neg_mul_Ioi (a := 2) (r := c) (by norm_num) hc
  have e : (2 : ℝ) - 1 = 1 := by norm_num
  simp only [e, Real.rpow_one, Real.Gamma_two, Real.rpow_two, mul_one, one_div, inv_pow] at h ⊢
  exact h

/-- For `|D| ≤ 1`, `d > 0` and every `k > 0` the round-trip terms add up to minus the integrand of
the mode sum. -/
theorem hasSum_roundTrip (hD : |D| ≤ 1) (hd : 0 < d) {k : ℝ} (hk : 0 < k) :
    HasSum (fun n => roundTrip D d n k)
      (-(k * Real.log (1 - D * Real.exp (-2 * k * d)))) := by
  have hx : |D * Real.exp (-2 * k * d)| < 1 := by
    rw [abs_mul, abs_of_pos (Real.exp_pos _)]
    have he : Real.exp (-2 * k * d) < 1 :=
      Real.exp_lt_one_iff.2 (by nlinarith [mul_pos hk hd])
    have := mul_le_mul_of_nonneg_right hD (Real.exp_pos (-2 * k * d)).le
    linarith
  have h := (Real.hasSum_pow_div_log_of_abs_lt_one hx).mul_left k
  rw [← mul_neg]
  refine h.congr_fun (fun n => ?_)
  have he : Real.exp (-(2 * ((n : ℝ) + 1) * d * k)) = Real.exp (-2 * k * d) ^ (n + 1) := by
    rw [← Real.exp_nat_mul]
    congr 1
    push_cast
    ring
  simp only [roundTrip]
  rw [he, mul_pow]
  ring

/-- Integrated over all wavenumbers, `n + 1` round trips give
`Dⁿ⁺¹ / (n + 1)³` divided by `4 d²`. -/
theorem integral_roundTrip (D : ℝ) (hd : 0 < d) (n : ℕ) :
    ∫ k in Ioi (0 : ℝ), roundTrip D d n k
      = D ^ (n + 1) / ((n : ℝ) + 1) ^ 3 / (4 * d ^ 2) := by
  have hn : (n : ℝ) + 1 ≠ 0 := by positivity
  simp only [roundTrip]
  rw [integral_const_mul, integral_k_exp (by positivity)]
  field_simp
  ring

/-- The trilogarithm series converges for `|D| ≤ 1`. -/
theorem summable_trilog (hD : |D| ≤ 1) :
    Summable (fun n : ℕ => D ^ (n + 1) / ((n : ℝ) + 1) ^ 3) := by
  have h : Summable (fun n : ℕ => 1 / ((n : ℝ) + 1) ^ 3) := by
    have := (summable_nat_add_iff 1).2
      (Real.summable_one_div_nat_pow.2 (by norm_num : 1 < 3))
    simpa using this
  refine Summable.of_norm_bounded (g := fun n : ℕ => 1 / ((n : ℝ) + 1) ^ 3) h (fun n => ?_)
  rw [Real.norm_eq_abs, abs_div, abs_pow,
    abs_of_pos (by positivity : (0 : ℝ) < ((n : ℝ) + 1) ^ 3)]
  gcongr
  exact pow_le_one₀ (abs_nonneg D) hD

/-- **Van Kampen mode sum at one frequency**: for `|D| ≤ 1` and `d > 0` it equals `-Li₃(D) / (8 π
d²)`. -/
theorem modeSum_eq (hD : |D| ≤ 1) (hd : 0 < d) :
    modeSum D d = -trilog D / (8 * π * d ^ 2) := by
  have hint : ∀ n, Integrable (roundTrip D d n) (volume.restrict (Ioi 0)) := by
    intro n
    have hc : 0 < 2 * ((n : ℝ) + 1) * d := by positivity
    refine Integrable.const_mul ?_ _
    by_contra h
    have h0 := (integral_k_exp hc).symm.trans (integral_undef h)
    have : 0 < 1 / (2 * ((n : ℝ) + 1) * d) ^ 2 := by positivity
    linarith
  -- the integrated norms are the same terms with `|D|` in place of `D`
  have hnorm : ∀ n, ∫ k in Ioi (0 : ℝ), ‖roundTrip D d n k‖
      = |D| ^ (n + 1) / ((n : ℝ) + 1) ^ 3 / (4 * d ^ 2) := by
    intro n
    rw [← integral_roundTrip |D| hd n]
    refine setIntegral_congr_fun measurableSet_Ioi (fun k hk => ?_)
    simp only [roundTrip, Real.norm_eq_abs, abs_mul, abs_div, abs_pow, Real.abs_exp]
    rw [abs_of_pos (mem_Ioi.1 hk), abs_of_pos (by positivity : (0 : ℝ) < (n : ℝ) + 1)]
  have hsum : Summable (fun n => ∫ k in Ioi (0 : ℝ), ‖roundTrip D d n k‖) := by
    simp only [hnorm]
    exact (summable_trilog (D := |D|) (by rwa [abs_abs])).div_const _
  -- exchange of sum and integral
  have h := hasSum_integral_of_summable_integral_norm hint hsum
  have hleft : ∫ k in Ioi (0 : ℝ), ∑' n, roundTrip D d n k
      = -∫ k in Ioi (0 : ℝ), k * Real.log (1 - D * Real.exp (-2 * k * d)) := by
    rw [← integral_neg]
    exact setIntegral_congr_fun measurableSet_Ioi
      (fun k hk => (hasSum_roundTrip hD hd hk).tsum_eq)
  rw [hleft] at h
  simp only [integral_roundTrip D hd] at h
  have h2 : HasSum (fun n : ℕ => D ^ (n + 1) / ((n : ℝ) + 1) ^ 3 / (4 * d ^ 2))
      (trilog D / (4 * d ^ 2)) := (summable_trilog hD).hasSum.div_const _
  have h3 := h.unique h2
  have h4 : ∫ k in Ioi (0 : ℝ), k * Real.log (1 - D * Real.exp (-2 * k * d))
      = -(trilog D / (4 * d ^ 2)) := by linarith
  rw [modeSum, h4]
  field_simp
  ring

/-- For `|D| ≤ 1`, keeping only a single round trip, `Li₃(D) ≈ D`, makes an error of at most `D² /
2`. -/
theorem abs_trilog_sub_le (hD : |D| ≤ 1) : |trilog D - D| ≤ D ^ 2 / 2 := by
  have key : ∀ N : ℕ, |∑ i ∈ Finset.range (N + 1), D ^ (i + 1) / ((i : ℝ) + 1) ^ 3 - D|
      ≤ D ^ 2 / 2 * (1 - 1 / ((N : ℝ) + 1)) := by
    intro N
    induction N with
    | zero => simp
    | succ N ih =>
      have hx : (0 : ℝ) ≤ N := Nat.cast_nonneg N
      have hc : ((N + 1 : ℕ) : ℝ) + 1 = (N : ℝ) + 2 := by push_cast; ring
      -- each further term is dominated by a telescoping one
      have hq : 1 / ((N : ℝ) + 2) ^ 3 ≤ (1 / ((N : ℝ) + 1) - 1 / ((N : ℝ) + 2)) / 2 := by
        have e : (1 / ((N : ℝ) + 1) - 1 / ((N : ℝ) + 2)) / 2
            = 1 / (2 * (((N : ℝ) + 1) * ((N : ℝ) + 2))) := by
          field_simp
          ring
        rw [e]
        apply one_div_le_one_div_of_le (by positivity)
        nlinarith [pow_nonneg hx 3, pow_nonneg hx 2]
      have hp : |D| ^ (N + 1 + 1) ≤ D ^ 2 := by
        have h1 := mul_le_mul_of_nonneg_right (pow_le_one₀ (n := N) (abs_nonneg D) hD)
          (sq_nonneg D)
        calc |D| ^ (N + 1 + 1) = |D| ^ N * |D| ^ 2 := by ring
          _ = |D| ^ N * D ^ 2 := by rw [sq_abs]
          _ ≤ D ^ 2 := by linarith
      have ht : |D ^ (N + 1 + 1) / ((N : ℝ) + 2) ^ 3|
          ≤ D ^ 2 * ((1 / ((N : ℝ) + 1) - 1 / ((N : ℝ) + 2)) / 2) := by
        rw [abs_div, abs_pow, abs_of_pos (by positivity : (0 : ℝ) < ((N : ℝ) + 2) ^ 3),
          div_eq_mul_one_div]
        exact mul_le_mul hp hq (by positivity) (sq_nonneg D)
      rw [Finset.sum_range_succ, hc, add_sub_right_comm]
      refine (abs_add_le _ _).trans ((add_le_add ih ht).trans (le_of_eq ?_))
      ring
  have ht := (summable_trilog hD).hasSum.tendsto_sum_nat
  have hl := (((Filter.tendsto_add_atTop_iff_nat 1).2 ht).sub_const D).abs
  refine le_of_tendsto' hl (fun N => (key N).trans ?_)
  have h1 : 0 ≤ D ^ 2 / 2 * (1 / ((N : ℝ) + 1)) := by positivity
  linarith

/-- For `|D| ≤ 1` the trilogarithm has the sign of `D`. -/
theorem trilog_sign (hD : |D| ≤ 1) :
    (0 < trilog D ↔ 0 < D) ∧ (trilog D < 0 ↔ D < 0) := by
  obtain ⟨h1, h2⟩ := abs_le.1 (abs_trilog_sub_le hD)
  obtain ⟨h3, h4⟩ := abs_le.1 hD
  have hpos : 0 ≤ D → D / 2 ≤ trilog D := fun h => by
    nlinarith [mul_nonneg h (sub_nonneg.2 h4)]
  have hneg : D ≤ 0 → trilog D ≤ D / 2 := fun h => by
    nlinarith [mul_nonneg (neg_nonneg.2 h) (by linarith : 0 ≤ 1 + D)]
  refine ⟨⟨fun h => ?_, fun h => by linarith [hpos h.le]⟩,
    ⟨fun h => ?_, fun h => by linarith [hneg h.le]⟩⟩
  · by_contra hn
    linarith [hneg (not_lt.1 hn), not_lt.1 hn]
  · by_contra hn
    linarith [hpos (not_lt.1 hn), not_lt.1 hn]

/-- The integrand of the mode sum is integrable over all wavenumbers `k > 0`. -/
theorem modeSum_integrable (hD : |D| ≤ 1) (hd : 0 < d) :
    IntegrableOn (fun k => k * Real.log (1 - D * Real.exp (-2 * k * d))) (Ioi 0) := by
  by_contra h
  -- otherwise the integral would be zero, which forces `D = 0`
  have hz : ∫ k in Ioi (0 : ℝ), k * Real.log (1 - D * Real.exp (-2 * k * d)) = 0 :=
    integral_undef h
  have h0 : modeSum D d = 0 := by rw [modeSum, hz, mul_zero]
  rw [modeSum_eq hD hd] at h0
  have hp : 8 * π * d ^ 2 ≠ 0 := by positivity
  have hT : trilog D = 0 := neg_eq_zero.1 ((div_eq_zero_iff.1 h0).resolve_right hp)
  have hs := trilog_sign hD
  rw [hT] at hs
  have hD0 : D = 0 := le_antisymm (not_lt.1 fun h => lt_irrefl _ (hs.1.2 h))
    (not_lt.1 fun h => lt_irrefl _ (hs.2.2 h))
  apply h
  simp [hD0]

/-- For `|D| ≤ 1` and `d > 0`, the derivative of the mode sum with respect to the separation, at
fixed `D`, is `Li₃(D) / (4 π d³)`. -/
theorem hasDerivAt_modeSum (hD : |D| ≤ 1) (hd : 0 < d) :
    HasDerivAt (modeSum D) (trilog D / (4 * π * d ^ 3)) d := by
  have hp : HasDerivAt (fun x : ℝ => 8 * π * x ^ 2) (16 * π * d) d :=
    ((hasDerivAt_pow 2 d).const_mul (8 * π)).congr_deriv (by norm_num; ring)
  have h := (hasDerivAt_const d (-trilog D)).fun_div hp (by positivity)
  refine (h.congr_of_eventuallyEq ?_).congr_deriv ?_
  · filter_upwards [Ioi_mem_nhds hd] with x hx using modeSum_eq hD hx
  · field_simp
    ring

/-- For half-spaces `ε₁`, `ε₂` across a medium `ε₃`, all positive, the mode sum is negative exactly
when `(ε₁ - ε₃) * (ε₂ - ε₃)` is positive, and positive exactly when this product is negative. -/
theorem modeSum_sign_three_media {ε₁ ε₂ ε₃ : ℝ} (h₁ : 0 < ε₁) (h₂ : 0 < ε₂) (h₃ : 0 < ε₃)
    (hd : 0 < d) :
    (modeSum (contrast ε₁ ε₃ * contrast ε₂ ε₃) d < 0 ↔ 0 < (ε₁ - ε₃) * (ε₂ - ε₃)) ∧
    (0 < modeSum (contrast ε₁ ε₃ * contrast ε₂ ε₃) d ↔ (ε₁ - ε₃) * (ε₂ - ε₃) < 0) := by
  have hc : ∀ ε : ℝ, 0 < ε → |contrast ε ε₃| ≤ 1 := by
    intro ε hε
    have hs : 0 < ε + ε₃ := by linarith
    rw [contrast, abs_div, abs_of_pos hs, div_le_one hs, abs_le]
    constructor <;> linarith
  have hD : |contrast ε₁ ε₃ * contrast ε₂ ε₃| ≤ 1 := by
    rw [abs_mul]
    exact mul_le_one₀ (hc ε₁ h₁) (abs_nonneg _) (hc ε₂ h₂)
  have hp : 0 < 8 * π * d ^ 2 := by positivity
  have hq : 0 < (ε₁ + ε₃) * (ε₂ + ε₃) := by positivity
  have he : contrast ε₁ ε₃ * contrast ε₂ ε₃
      = (ε₁ - ε₃) * (ε₂ - ε₃) / ((ε₁ + ε₃) * (ε₂ + ε₃)) := by
    rw [contrast, contrast, div_mul_div_comm]
  constructor
  · rw [modeSum_eq hD hd, div_lt_iff₀ hp, zero_mul, neg_lt_zero, (trilog_sign hD).1, he,
      lt_div_iff₀ hq, zero_mul]
  · rw [modeSum_eq hD hd, lt_div_iff₀ hp, zero_mul, neg_pos, (trilog_sign hD).2, he,
      div_lt_iff₀ hq, zero_mul]

end

end LifshitzModeSum
```

```lean
#print axioms LifshitzModeSum.modeSum_eq
-- 'LifshitzModeSum.modeSum_eq' depends on axioms: [propext, Classical.choice, Quot.sound]
#print axioms LifshitzModeSum.modeSum_integrable
-- 'LifshitzModeSum.modeSum_integrable' depends on axioms: [propext, Classical.choice, Quot.sound]
#print axioms LifshitzModeSum.hasDerivAt_modeSum
-- 'LifshitzModeSum.hasDerivAt_modeSum' depends on axioms: [propext, Classical.choice, Quot.sound]
#print axioms LifshitzModeSum.modeSum_sign_three_media
-- 'LifshitzModeSum.modeSum_sign_three_media' depends on axioms: [propext, Classical.choice, Quot.sound]
```

## How the proof follows the derivation

`integral_k_exp` obtains 1/c² from Mathlib's Gamma-function integral, where the derivation above integrates by parts. `hasSum_roundTrip` first shows |D exp(−2kd)| < 1 and then applies the logarithm series. Its remaining work is to identify exp(−2(n+1)dk) with the (n+1)th power of exp(−2kd). `integral_roundTrip` integrates one term, and `summable_trilog` compares the series with Σ 1/(n+1)³.

`modeSum_eq` assembles these results. The step `hint` shows that each term is integrable: otherwise its exponential integral would be 0 by Lean's convention, whereas it is known to be 1/c² > 0. The steps `hnorm` and `hsum` compute the integrals of |rₙ| and show that they are summable. This is what `hasSum_integral_of_summable_integral_norm` requires for the exchange of sum and integral. `hleft` then recognises the integral of the summed series as minus the integral of the logarithm, and uniqueness of the sum of a series identifies its value.

In `abs_trilog_sub_le`, induction on N proves the sharper bound (D²/2)(1 − 1/(N+1)) for the first N+1 terms. The inequality `hq` is the telescoping estimate with n = N+1. Passing to the limit gives the bound for Li₃(D), from which `trilog_sign` follows by the two inequalities with D/2.

`modeSum_integrable` argues by contradiction. If the integrand were not integrable, Lean's integral would be 0, so Li₃(D) would vanish by `modeSum_eq`. The sign result then forces D = 0, but in that case the integrand is identically zero and therefore integrable.

For the derivative, the closed formula is available only at positive separations. `hasDerivAt_modeSum` therefore uses the fact that all points sufficiently near d > 0 are positive, and differentiates the formula there. The three-media theorem bounds each contrast by 1 in absolute value, writes D as a single fraction with positive denominator, and reads off the sign.
